# Energy absorbed per period by a driven, damped cavity mode in a periodic steady state

To read the damping rate off a simulation of a driven cavity mode, one can hold the drive amplitude and the drive frequency $\omega$ fixed, vary the cavity frequency $\omega_c$, and record the energy absorbed per period once the transients have decayed. The upper half-maximum point lies at $\omega_c^2=\omega^2+\kappa\omega$, which gives $\kappa$. This step rests on the line shape derived here for a single classical mode with linear damping and no molecule. If a cavity Born–Oppenheimer code propagates a classical cavity coordinate with this drive and friction, the line shape can also serve as a check on its cavity part, run without a molecule.

Let the coordinate $q$, with velocity $v=q'$, satisfy

$$v'+\kappa v+\omega_c^2q=F\cos\omega t,\qquad q(t+T)=q(t),\qquad T=2\pi/\omega,$$

with $\kappa,\omega>0$ and drive amplitude $F$. The friction term is postulated; it stands for the loss of field energy through the mirrors. Write $\Delta=\omega_c^2-\omega^2$ and $D=\Delta^2+\kappa^2\omega^2$. The work done by the drive in one period is

$$W=\int_0^T F\cos(\omega t)\,v\,dt=\frac{\pi F^2\kappa\omega}{D}\le\frac{\pi F^2}{\kappa\omega},$$

and for $F\ne0$ equality holds exactly when $\omega_c^2=\omega^2$.

## Derivation from two Fourier integrals

Differentiating $q(t+T)=q(t)$ shows that $v$ is periodic too. Set $C=\int_0^T v\cos\omega t\,dt$ and $S=\int_0^T v\sin\omega t\,dt$. Integration by parts, with boundary terms cancelling by periodicity, gives

$$\int_0^T q\cos\omega t\,dt=-\frac S\omega,\quad \int_0^T q\sin\omega t\,dt=\frac C\omega,\quad \int_0^T v'\cos\omega t\,dt=\omega S,\quad \int_0^T v'\sin\omega t\,dt=-\omega C.$$

Multiply the equation of motion by $\cos\omega t$ and by $\sin\omega t$, integrate, and multiply by $\omega$. Since $\int_0^T\cos^2\omega t\,dt=\pi/\omega$ and $\int_0^T\sin\omega t\cos\omega t\,dt=0$,

$$\kappa\omega C-\Delta S=\pi F,\qquad \Delta C+\kappa\omega S=0.$$

Adding $\kappa\omega$ times the first to $\Delta$ times the second gives $DC=\pi F\kappa\omega$, and $W=FC$ is the stated formula. The bound and its equality case follow from

$$\frac{\pi F^2}{\kappa\omega}-W=\frac{\pi F^2\Delta^2}{\kappa\omega D}.$$

For $F\ne0$, $W$ is at least half the bound exactly when $D\le2\kappa^2\omega^2$, that is, $|\Delta|\le\kappa\omega$.

## The steady state and its energy in Lean

```lean
import Mathlib

open scoped Real

namespace DrivenCavityAbsorption

noncomputable section
```

The drive fixes the period $T$.

```lean
/-- The period of a drive with angular frequency `ω`. -/
def period (ω : ℝ) : ℝ := 2 * π / ω
```

`IsSteadyState` contains the physical hypotheses: `velocity` says $q'=v$, `motion` is the equation of motion solved for $v'$, and `periodic` concerns $q$ alone. Together they make $q$ twice continuously differentiable. The mass is one, and $\kappa$ multiplies the velocity without a factor of two. Transients, thermal noise and quantum fluctuations are absent.

```lean
/-- A periodic steady state of a damped cavity mode: `q` is the coordinate, `v` its velocity,
`κ` the damping rate, `ωc` the cavity frequency, and `F cos (ω t)` the drive. -/
structure IsSteadyState (κ ωc ω F : ℝ) (q v : ℝ → ℝ) : Prop where
  velocity : ∀ t, HasDerivAt q (v t) t
  motion : ∀ t, HasDerivAt v (F * Real.cos (ω * t) - κ * v t - ωc ^ 2 * q t) t
  periodic : ∀ t, q (t + period ω) = q t
```

`absorbedEnergy` is $W$, the integral of force times velocity.

```lean
/-- The work done by the drive on the mode during one period. -/
def absorbedEnergy (ω F : ℝ) (v : ℝ → ℝ) : ℝ :=
  ∫ t in (0 : ℝ)..period ω, F * Real.cos (ω * t) * v t
```

The next two definitions give an explicit solution and its velocity,

$$q=\frac FD(\Delta\cos\omega t+\kappa\omega\sin\omega t),\qquad v=\frac FD(\kappa\omega^2\cos\omega t-\omega\Delta\sin\omega t).$$

```lean
/-- The explicit coordinate response to the drive. -/
def response (κ ωc ω F : ℝ) : ℝ → ℝ := fun t =>
  F / ((ωc ^ 2 - ω ^ 2) ^ 2 + κ ^ 2 * ω ^ 2) *
    ((ωc ^ 2 - ω ^ 2) * Real.cos (ω * t) + κ * ω * Real.sin (ω * t))

/-- The explicit velocity response to the drive. -/
def responseVelocity (κ ωc ω F : ℝ) : ℝ → ℝ := fun t =>
  F / ((ωc ^ 2 - ω ^ 2) ^ 2 + κ ^ 2 * ω ^ 2) *
    (κ * ω ^ 2 * Real.cos (ω * t) + (-(ω * (ωc ^ 2 - ω ^ 2))) * Real.sin (ω * t))
```

## Periodicity and the in-phase velocity

The phase advances by $2\pi$ in one period, and the drive's cosine and sine have their usual derivatives.

```lean
variable {κ ωc ω F : ℝ} {q v : ℝ → ℝ}

/-- The drive phase advances by `2π` in one period. -/
lemma phase_period (hω : 0 < ω) : ω * period ω = 2 * π := by
  have h0 : ω ≠ 0 := hω.ne'
  unfold period
  field_simp

private lemma hasDerivAt_cos_drive (ω t : ℝ) :
    HasDerivAt (fun s => Real.cos (ω * s)) (-Real.sin (ω * t) * ω) t :=
  (((hasDerivAt_id' t).const_mul ω).congr_deriv (mul_one ω)).cos

private lemma hasDerivAt_sin_drive (ω t : ℝ) :
    HasDerivAt (fun s => Real.sin (ω * s)) (Real.cos (ω * t) * ω) t :=
  (((hasDerivAt_id' t).const_mul ω).congr_deriv (mul_one ω)).sin
```

The shifted coordinate is the same function as $q$, so uniqueness of the derivative makes $v$ periodic.

```lean
/-- In a steady state the velocity repeats with the period of the drive. -/
theorem velocity_periodic (h : IsSteadyState κ ωc ω F q v) (t : ℝ) :
    v (t + period ω) = v t := by
  have h1 : HasDerivAt (fun s => q (s + period ω)) (v (t + period ω)) t :=
    (h.velocity (t + period ω)).comp_add_const t (period ω)
  have h2 : (fun s => q (s + period ω)) = q := funext h.periodic
  rw [h2] at h1
  exact h1.unique (h.velocity t)
```

The theorem `in_phase_velocity` states $DC=\pi F\kappa\omega$. Its proof packs the integrations by parts and the elimination of $S$ into one antiderivative of $D\cos(\omega t)\,v$, called `hG`. The terms in $v$ and $q$ are the boundary terms of the derivation; the others integrate the drive. After the fundamental theorem of calculus is applied, periodicity leaves only the linear term, which contributes $\kappa\omega^2FT/2=\pi F\kappa\omega$.

```lean
/-- In a steady state, the integral of `cos (ω t) * v t` over one period, multiplied by `(ωc² - ω²)²
+ κ² ω²`, equals `π F κ ω`. -/
theorem in_phase_velocity (hω : 0 < ω) (h : IsSteadyState κ ωc ω F q v) :
    ((ωc ^ 2 - ω ^ 2) ^ 2 + κ ^ 2 * ω ^ 2) *
      (∫ t in (0 : ℝ)..period ω, Real.cos (ω * t) * v t) = π * F * κ * ω := by
  have hv : Continuous v := continuous_iff_continuousAt.2 fun t => (h.motion t).continuousAt
  -- an explicit antiderivative of `cos (ω t) * v t` times `(ωc² - ω²)² + κ² ω²`
  have hG : ∀ t, HasDerivAt (fun s => κ * ω ^ 2 * F / 2 * s
      + κ * ω * F / 2 * (Real.sin (ω * s) * Real.cos (ω * s))
      + F * (ωc ^ 2 - ω ^ 2) / 2 * (Real.sin (ω * s) * Real.sin (ω * s))
      - κ * ω ^ 2 * (v s * Real.cos (ω * s))
      - ω * (ωc ^ 2 - ω ^ 2) * (v s * Real.sin (ω * s))
      + (ωc ^ 2 - ω ^ 2) * ωc ^ 2 * (q s * Real.cos (ω * s))
      - κ * ω * ωc ^ 2 * (q s * Real.sin (ω * s)))
      (((ωc ^ 2 - ω ^ 2) ^ 2 + κ ^ 2 * ω ^ 2) * (Real.cos (ω * t) * v t)) t := by
    intro t
    have hc := hasDerivAt_cos_drive ω t
    have hs := hasDerivAt_sin_drive ω t
    have h0 : HasDerivAt (fun s : ℝ => s) 1 t := hasDerivAt_id' t
    have hsc : HasDerivAt (fun s => Real.sin (ω * s) * Real.cos (ω * s))
      (Real.cos (ω * t) * ω * Real.cos (ω * t)
        + Real.sin (ω * t) * (-Real.sin (ω * t) * ω)) t := hs.mul hc
    have hss : HasDerivAt (fun s => Real.sin (ω * s) * Real.sin (ω * s))
      (Real.cos (ω * t) * ω * Real.sin (ω * t)
        + Real.sin (ω * t) * (Real.cos (ω * t) * ω)) t := hs.mul hs
    have hvc : HasDerivAt (fun s => v s * Real.cos (ω * s))
      ((F * Real.cos (ω * t) - κ * v t - ωc ^ 2 * q t) * Real.cos (ω * t)
        + v t * (-Real.sin (ω * t) * ω)) t := (h.motion t).mul hc
    have hvs : HasDerivAt (fun s => v s * Real.sin (ω * s))
      ((F * Real.cos (ω * t) - κ * v t - ωc ^ 2 * q t) * Real.sin (ω * t)
        + v t * (Real.cos (ω * t) * ω)) t := (h.motion t).mul hs
    have hqc : HasDerivAt (fun s => q s * Real.cos (ω * s))
      (v t * Real.cos (ω * t) + q t * (-Real.sin (ω * t) * ω)) t := (h.velocity t).mul hc
    have hqs : HasDerivAt (fun s => q s * Real.sin (ω * s))
      (v t * Real.sin (ω * t) + q t * (Real.cos (ω * t) * ω)) t := (h.velocity t).mul hs
    refine (((((((h0.const_mul (κ * ω ^ 2 * F / 2)).add
      (hsc.const_mul (κ * ω * F / 2))).add
      (hss.const_mul (F * (ωc ^ 2 - ω ^ 2) / 2))).sub
      (hvc.const_mul (κ * ω ^ 2))).sub
      (hvs.const_mul (ω * (ωc ^ 2 - ω ^ 2)))).add
      (hqc.const_mul ((ωc ^ 2 - ω ^ 2) * ωc ^ 2))).sub
      (hqs.const_mul (κ * ω * ωc ^ 2))).congr_deriv ?_
    linear_combination (-(κ * ω ^ 2 * F / 2)) * Real.sin_sq_add_cos_sq (ω * t)
  have hcont : Continuous fun t =>
      ((ωc ^ 2 - ω ^ 2) ^ 2 + κ ^ 2 * ω ^ 2) * (Real.cos (ω * t) * v t) := by fun_prop
  have hI := intervalIntegral.integral_eq_sub_of_hasDerivAt (fun t _ => hG t)
    (hcont.intervalIntegrable 0 (period ω))
  rw [intervalIntegral.integral_const_mul] at hI
  -- periodicity removes every boundary term except the linear one
  have hq0 : q (period ω) = q 0 := by simpa using h.periodic 0
  have hv0 : v (period ω) = v 0 := by simpa using velocity_periodic h 0
  rw [hI]
  simp only [phase_period hω, Real.cos_two_pi, Real.sin_two_pi, hq0, hv0, mul_zero,
    Real.cos_zero, Real.sin_zero]
  linear_combination (κ * ω * F / 2) * phase_period hω
```

## Energy balance and line shape

The stored energy $E=\tfrac12v^2+\tfrac12\omega_c^2q^2$ changes at the rate $E'=F\cos(\omega t)\,v-\kappa v^2$. It returns to its initial value after one period, so $W=\kappa\int_0^Tv^2\,dt$: the absorbed energy equals the frictional loss.

```lean
/-- Over one period the energy absorbed from the drive equals the energy lost to damping. -/
theorem absorbed_eq_dissipated (h : IsSteadyState κ ωc ω F q v) :
    absorbedEnergy ω F v = κ * ∫ t in (0 : ℝ)..period ω, v t ^ 2 := by
  have hv : Continuous v := continuous_iff_continuousAt.2 fun t => (h.motion t).continuousAt
  -- the rate of change of the stored energy is input power minus friction
  have hE : ∀ t, HasDerivAt (fun s => 1 / 2 * (v s * v s) + ωc ^ 2 / 2 * (q s * q s))
      (F * Real.cos (ω * t) * v t - κ * v t ^ 2) t := by
    intro t
    refine ((((h.motion t).mul (h.motion t)).const_mul (1 / 2)).add
      (((h.velocity t).mul (h.velocity t)).const_mul (ωc ^ 2 / 2))).congr_deriv ?_
    ring
  have h1 : Continuous fun t => F * Real.cos (ω * t) * v t := by fun_prop
  have h2 : Continuous fun t => κ * v t ^ 2 := by fun_prop
  have hI := intervalIntegral.integral_eq_sub_of_hasDerivAt (fun t _ => hE t)
    ((h1.sub h2).intervalIntegrable 0 (period ω))
  rw [intervalIntegral.integral_sub (h1.intervalIntegrable _ _) (h2.intervalIntegrable _ _),
    intervalIntegral.integral_const_mul] at hI
  have hq0 : q (period ω) = q 0 := by simpa using h.periodic 0
  have hv0 : v (period ω) = v 0 := by simpa using velocity_periodic h 0
  simp only [hq0, hv0, sub_self] at hI
  unfold absorbedEnergy
  linarith
```

Taking $F$ out of the integral and dividing by the positive $D$ gives the line shape.

```lean
/-- The energy absorbed per period as a function of drive and cavity frequency. -/
theorem absorbedEnergy_eq (hκ : 0 < κ) (hω : 0 < ω) (h : IsSteadyState κ ωc ω F q v) :
    absorbedEnergy ω F v =
      π * F ^ 2 * (κ * ω) / ((ωc ^ 2 - ω ^ 2) ^ 2 + κ ^ 2 * ω ^ 2) := by
  have hD : 0 < (ωc ^ 2 - ω ^ 2) ^ 2 + κ ^ 2 * ω ^ 2 := by positivity
  have hF : absorbedEnergy ω F v
      = F * ∫ t in (0 : ℝ)..period ω, Real.cos (ω * t) * v t := by
    simp only [absorbedEnergy, mul_assoc, intervalIntegral.integral_const_mul]
  rw [hF, eq_div_iff hD.ne']
  linear_combination F * in_phase_velocity hω h
```

`resonant_absorption` collects the formula, the bound and the equality case. The proof clears the positive denominators. The bound then reduces to $\pi F^2\Delta^2\ge0$, and equality forces $\Delta=0$ when $F\ne0$. The condition is on squares because the sign of `ωc` is left free.

```lean
/-- The absorbed energy per period follows the resonance line shape and is at most
`π F² / (κ ω)`; for a nonzero drive this bound is reached exactly when `ωc² = ω²`. -/
theorem resonant_absorption (hκ : 0 < κ) (hω : 0 < ω) (h : IsSteadyState κ ωc ω F q v) :
    absorbedEnergy ω F v =
        π * F ^ 2 * (κ * ω) / ((ωc ^ 2 - ω ^ 2) ^ 2 + κ ^ 2 * ω ^ 2) ∧
      absorbedEnergy ω F v ≤ π * F ^ 2 / (κ * ω) ∧
      (F ≠ 0 → (absorbedEnergy ω F v = π * F ^ 2 / (κ * ω) ↔ ωc ^ 2 = ω ^ 2)) := by
  have hD : 0 < (ωc ^ 2 - ω ^ 2) ^ 2 + κ ^ 2 * ω ^ 2 := by positivity
  have hκω : 0 < κ * ω := mul_pos hκ hω
  refine ⟨absorbedEnergy_eq hκ hω h, ?_, fun hF => ?_⟩
  · rw [absorbedEnergy_eq hκ hω h, div_le_div_iff₀ hD hκω]
    have hp : 0 ≤ π * F ^ 2 * (ωc ^ 2 - ω ^ 2) ^ 2 := by positivity
    linarith
  · rw [absorbedEnergy_eq hκ hω h, div_eq_div_iff hD.ne' hκω.ne']
    constructor
    · intro e
      -- equality leaves no room for a detuning
      have hz : π * F ^ 2 * (ωc ^ 2 - ω ^ 2) ^ 2 = 0 := by linear_combination -e
      have hP : π * F ^ 2 ≠ 0 := mul_ne_zero Real.pi_ne_zero (pow_ne_zero 2 hF)
      have hs := (mul_eq_zero.mp hz).resolve_left hP
      exact sub_eq_zero.mp (pow_eq_zero_iff (two_ne_zero) |>.mp hs)
    · intro e
      rw [e]
      ring
```

The half-maximum criterion compares fractions in the same way, after $|\Delta|\le\kappa\omega$ has been rewritten as $\Delta^2\le(\kappa\omega)^2$.

```lean
/-- For a nonzero drive, the absorbed energy is at least half of `π F² / (κ ω)` exactly when
the difference of the squared frequencies is at most `κ ω` in magnitude. -/
theorem half_maximum_iff (hκ : 0 < κ) (hω : 0 < ω) (hF : F ≠ 0)
    (h : IsSteadyState κ ωc ω F q v) :
    π * F ^ 2 / (κ * ω * 2) ≤ absorbedEnergy ω F v ↔ |ωc ^ 2 - ω ^ 2| ≤ κ * ω := by
  have hD : 0 < (ωc ^ 2 - ω ^ 2) ^ 2 + κ ^ 2 * ω ^ 2 := by positivity
  have hκω : 0 < κ * ω := mul_pos hκ hω
  have hP : 0 < π * F ^ 2 := by positivity
  have habs : |ωc ^ 2 - ω ^ 2| ≤ κ * ω ↔ (ωc ^ 2 - ω ^ 2) ^ 2 ≤ (κ * ω) ^ 2 := by
    rw [sq_le_sq, abs_of_pos hκω]
  rw [habs, absorbedEnergy_eq hκ hω h, div_le_div_iff₀ (by positivity) hD]
  constructor
  · intro e
    refine le_of_mul_le_mul_left ?_ hP
    linarith
  · intro e
    have := mul_le_mul_of_nonneg_left e hP.le
    linarith
```

## An explicit steady state

Substituting the explicit solution into $v'+\kappa v+\omega_c^2q$ gives the cosine coefficient $(F/D)(\Delta^2+\kappa^2\omega^2)=F$, while the sine coefficient is $(F/D)(\kappa\omega\Delta-\kappa\omega\Delta)=0$. A periodic steady state therefore exists for all $\kappa,\omega>0$ and all real $\omega_c$ and $F$. The proof checks the two derivatives and the periodicity in turn.

```lean
/-- The explicit response is a periodic steady state for every positive damping rate and
drive frequency. -/
theorem isSteadyState_witness (hκ : 0 < κ) (hω : 0 < ω) :
    IsSteadyState κ ωc ω F (response κ ωc ω F) (responseVelocity κ ωc ω F) := by
  have hD : 0 < (ωc ^ 2 - ω ^ 2) ^ 2 + κ ^ 2 * ω ^ 2 := by positivity
  have hA := div_mul_cancel₀ F hD.ne'
  unfold response responseVelocity
  generalize F / ((ωc ^ 2 - ω ^ 2) ^ 2 + κ ^ 2 * ω ^ 2) = A at hA ⊢
  refine ⟨fun t => ?_, fun t => ?_, fun t => ?_⟩
  · refine ((((hasDerivAt_cos_drive ω t).const_mul (ωc ^ 2 - ω ^ 2)).add
      ((hasDerivAt_sin_drive ω t).const_mul (κ * ω))).const_mul A).congr_deriv ?_
    ring
  · refine ((((hasDerivAt_cos_drive ω t).const_mul (κ * ω ^ 2)).add
      ((hasDerivAt_sin_drive ω t).const_mul
        (-(ω * (ωc ^ 2 - ω ^ 2))))).const_mul A).congr_deriv ?_
    linear_combination Real.cos (ω * t) * hA
  · simp only [mul_add ω t, phase_period hω, Real.cos_add_two_pi, Real.sin_add_two_pi]

end

end DrivenCavityAbsorption
```

```lean
#print axioms DrivenCavityAbsorption.absorbed_eq_dissipated
#print axioms DrivenCavityAbsorption.absorbedEnergy_eq
#print axioms DrivenCavityAbsorption.resonant_absorption
#print axioms DrivenCavityAbsorption.half_maximum_iff
```

```
'DrivenCavityAbsorption.absorbed_eq_dissipated' depends on axioms: [propext, Classical.choice, Quot.sound]
'DrivenCavityAbsorption.absorbedEnergy_eq' depends on axioms: [propext, Classical.choice, Quot.sound]
'DrivenCavityAbsorption.resonant_absorption' depends on axioms: [propext, Classical.choice, Quot.sound]
'DrivenCavityAbsorption.half_maximum_iff' depends on axioms: [propext, Classical.choice, Quot.sound]
```
